# A pair factor without a linear cusp for the interaction \(\operatorname{erf}(\mu r)/r\)

## Units, functions and the radial Laplacian

Atomic units are used. The distance between two electrons is \(r>0\), and \(\mu>0\) is the range-separation parameter, an inverse length: the interaction \(\operatorname{erf}(\mu r)/r\) approaches \(1/r\) for \(r\gg1/\mu\) and stays finite at short distance. With the scaled distance \(y=\mu r\), define

\[
\operatorname{erf}(y)=\frac{2}{\sqrt\pi}\int_0^y e^{-t^2}\,dt,\qquad
q(y)=\frac{e^{-y^2}-2}{2\sqrt\pi}+\left(\frac y2+\frac1{4y}\right)\operatorname{erf}(y),
\]

\[
f(r)=1+\frac{q(\mu r)}{\mu},\qquad
\Delta f=f''+\frac2r f'.
\]

In the Lean file these are `erf`, `q`, `pairFactor μ` and `radialLaplacian`, all with real arguments and values.

## The radial equation and the quadratic start

For every \(y>0\),

\[
q''+\frac2y q'=\frac{\operatorname{erf}(y)}y,\qquad
\frac{y^2}{3\sqrt\pi}\left(1-\frac{y^2}{10}\right)\le q(y)\le\frac{y^2}{3\sqrt\pi}.
\]

For every \(\mu>0\), the pair factor satisfies \(\Delta f=\operatorname{erf}(\mu r)/r\) at all \(r>0\), and as \(r\to0^+\)

\[
\frac{f(r)-1}{r}\to0,\qquad \frac{f(r)-1}{r^2}\to\frac{\mu}{3\sqrt\pi}.
\]

## Kinetic-energy cancellation and small-distance evaluation

In range-separated electronic structure, \(f\) can serve as a short-range correlation factor, here for an isolated pair in an s-wave, at zero energy of relative motion and to first order in the interaction. The relative-motion Hamiltonian is \(-\Delta+w\) with \(w=\operatorname{erf}(\mu r)/r\). Acting on \(f\), it leaves \(w(f-1)\), which vanishes as \(r^2\) at coalescence. A linear term \(cr\) with \(c\ne0\) in the factor would instead add \(-2c/r\) to the kinetic term \(-\Delta f\), which the finite \(w\) cannot cancel.

The closed formula for \(q\) needs care at small \(y\). Its terms are of order one and cancel to order \(y^2\), so the relative rounding error grows roughly as \(\varepsilon/y^2\), with \(\varepsilon\) the machine precision. The bounds justify a switch to the parabola \(y^2/(3\sqrt\pi)\), which exceeds \(q\) by at most the fraction \(y^2/10\) of itself. At \(y=10^{-4}\) that fraction is \(10^{-9}\).

## Two derivatives and three integrations

Remove the denominator by setting \(U(y)=y\,q(y)\):

\[
U=\frac{y(e^{-y^2}-2)}{2\sqrt\pi}+\left(\frac{y^2}{2}+\frac14\right)\operatorname{erf}(y).
\]

Since \(\operatorname{erf}'(y)=2e^{-y^2}/\sqrt\pi\),

\[
\begin{aligned}
U'&=\frac{e^{-y^2}-2}{2\sqrt\pi}-\frac{y^2e^{-y^2}}{\sqrt\pi}+y\operatorname{erf}(y)+\frac{y^2e^{-y^2}}{\sqrt\pi}+\frac{e^{-y^2}}{2\sqrt\pi}\\
&=\frac{e^{-y^2}-1}{\sqrt\pi}+y\operatorname{erf}(y),\\
U''&=-\frac{2ye^{-y^2}}{\sqrt\pi}+\operatorname{erf}(y)+\frac{2ye^{-y^2}}{\sqrt\pi}=\operatorname{erf}(y).
\end{aligned}
\]

For any twice differentiable \(u\),

\[
\Delta\frac ur=\left(\frac{u''}{r}-\frac{2u'}{r^2}+\frac{2u}{r^3}\right)+\frac2r\left(\frac{u'}r-\frac u{r^2}\right)=\frac{u''}r .
\]

Taking \(u=U\) gives the equation for \(q\). For the pair factor, \(u(r)=rf(r)=r+U(\mu r)/\mu^2\), so \(u''=\operatorname{erf}(\mu r)\) and \(\Delta f=\operatorname{erf}(\mu r)/r\).

For the bounds, start from \(1-x^2\le e^{-x^2}\le1\), multiply by \(2/\sqrt\pi\) and integrate three times from zero, where \(\operatorname{erf}\), \(U'\) and \(U\) all vanish. For \(x\ge0\),

\[
\begin{aligned}
\frac{1}{\sqrt\pi}\left(2x-\frac{2x^3}{3}\right)&\le\operatorname{erf}(x)\le\frac{2x}{\sqrt\pi},\\
\frac1{\sqrt\pi}\left(x^2-\frac{x^4}{6}\right)&\le U'(x)\le\frac{x^2}{\sqrt\pi},\\
\frac1{\sqrt\pi}\left(\frac{x^3}{3}-\frac{x^5}{30}\right)&\le U(x)\le\frac{x^3}{3\sqrt\pi}.
\end{aligned}
\]

Setting \(x=y\) and dividing the last line by \(y>0\) bounds \(q\). Dividing again by \(y^2\) squeezes \(q(y)/y^2\) to \(1/(3\sqrt\pi)\). Finally,

\[
\frac{f(r)-1}{r^2}=\mu\,\frac{q(\mu r)}{(\mu r)^2}\to\frac{\mu}{3\sqrt\pi},
\]

and multiplying this quotient by \(r\) shows that \((f-1)/r\to0\).

## The Lean file

```lean
import Mathlib

open Filter Topology
open scoped Real

namespace RangeSeparatedCusp

noncomputable section

/-- The error function, defined by its integral. -/
def erf (x : ℝ) : ℝ := 2 / √π * ∫ t in (0 : ℝ)..x, Real.exp (-t ^ 2)

/-- The short-range correlation function `q(y)` of the scaled distance `y`, for `y ≠ 0`. -/
def q (y : ℝ) : ℝ :=
  (Real.exp (-y ^ 2) - 2) / (2 * √π) + (y / 2 + 1 / (4 * y)) * erf y

/-- The pair factor `1 + q(μ r)/μ` at interelectronic distance `r`, for `μ ≠ 0` and `r ≠ 0`. -/
def pairFactor (μ r : ℝ) : ℝ := 1 + q (μ * r) / μ

/-- The Laplacian `f'' + 2 f'/r` of a spherically symmetric function, for `r ≠ 0`. -/
def radialLaplacian (f : ℝ → ℝ) (r : ℝ) : ℝ := deriv (deriv f) r + 2 / r * deriv f r

/-- The reduced radial function `y q(y)`, written without a denominator in `y`. -/
def reducedQ (y : ℝ) : ℝ :=
  y * (Real.exp (-y ^ 2) - 2) / (2 * √π) + (y ^ 2 / 2 + 1 / 4) * erf y

/-- The closed form of the first derivative of the reduced radial function. -/
def reducedSlope (y : ℝ) : ℝ := (Real.exp (-y ^ 2) - 1) / √π + y * erf y

/-- The derivative of the error function at `x` is `2 exp(-x²)/√π`. -/
theorem hasDerivAt_erf (x : ℝ) : HasDerivAt erf (2 / √π * Real.exp (-x ^ 2)) x := by
  have hc : Continuous fun t : ℝ => Real.exp (-t ^ 2) := by fun_prop
  exact (hc.integral_hasStrictDerivAt 0 x).hasDerivAt.const_mul _

/-- The reduced radial function `reducedQ` has slope `reducedSlope`, and its second derivative is
the error function. -/
theorem reducedQ_derivatives (y : ℝ) :
    HasDerivAt reducedQ (reducedSlope y) y ∧ HasDerivAt reducedSlope (erf y) y := by
  have hs : HasDerivAt (fun x : ℝ => x ^ 2) (2 * y) y := by simpa using hasDerivAt_pow 2 y
  have hg : HasDerivAt (fun x : ℝ => Real.exp (-x ^ 2)) (-2 * y * Real.exp (-y ^ 2)) y :=
    hs.fun_neg.exp.congr_deriv (by ring)
  constructor
  · have h := (((hasDerivAt_id' y).fun_mul (hg.sub_const 2)).div_const (2 * √π)).fun_add
      (((hs.div_const 2).add_const (1 / 4)).fun_mul (hasDerivAt_erf y))
    exact h.congr_deriv (by unfold reducedSlope; ring)
  · have h := ((hg.sub_const 1).div_const (√π)).fun_add
      ((hasDerivAt_id' y).fun_mul (hasDerivAt_erf y))
    exact h.congr_deriv (by ring)

/-- If `f = u/r` at positive distances and `u` is twice differentiable as stated, then the Laplacian
of `f` at the given `r > 0` is `u''/r`. -/
theorem radialLaplacian_of_reduced {f u u' : ℝ → ℝ} {u'' r : ℝ} (hr : 0 < r)
    (hf : ∀ s, 0 < s → f s = u s / s) (hu : ∀ s, 0 < s → HasDerivAt u (u' s) s)
    (hu' : HasDerivAt u' u'' r) : radialLaplacian f r = u'' / r := by
  have h1 : ∀ s, 0 < s → HasDerivAt f ((u' s * s - u s) / s ^ 2) s := fun s hs =>
    (((hu s hs).fun_div (hasDerivAt_id' s) hs.ne').congr_deriv (by ring)).congr_of_eventuallyEq
      (by filter_upwards [lt_mem_nhds hs] with t ht using hf t ht)
  have h2 : deriv f =ᶠ[𝓝 r] fun s => (u' s * s - u s) / s ^ 2 := by
    filter_upwards [lt_mem_nhds hr] with s hs using (h1 s hs).deriv
  have hs : HasDerivAt (fun x : ℝ => x ^ 2) (2 * r) r := by simpa using hasDerivAt_pow 2 r
  have h3 := ((hu'.fun_mul (hasDerivAt_id' r)).fun_sub (hu r hr)).fun_div hs
    (pow_ne_zero 2 hr.ne')
  unfold radialLaplacian
  rw [h2.deriv_eq, h3.deriv, (h1 r hr).deriv]
  field_simp
  ring

/-- Away from `y = 0`, `q` is the reduced radial function divided by `y`. -/
theorem q_eq {y : ℝ} (hy : y ≠ 0) : q y = reducedQ y / y := by
  have hp : √π ≠ 0 := (Real.sqrt_pos.2 Real.pi_pos).ne'
  unfold q reducedQ
  generalize erf y = F
  generalize Real.exp (-y ^ 2) = E
  field_simp

/-- Two functions that are differentiable on the whole real line and agree at the origin stay
ordered on the positive axis if their derivatives are ordered there. -/
theorem le_of_deriv_le {f g f' g' : ℝ → ℝ} (hf : ∀ x, HasDerivAt f (f' x) x)
    (hg : ∀ x, HasDerivAt g (g' x) x) (h0 : f 0 = g 0)
    (h : ∀ x, 0 ≤ x → f' x ≤ g' x) : ∀ x, 0 ≤ x → f x ≤ g x := by
  intro x hx
  have hd := fun t => (hg t).fun_sub (hf t)
  have hm : MonotoneOn (fun t => g t - f t) (Set.Ici 0) :=
    monotoneOn_of_deriv_nonneg (convex_Ici 0)
      (fun t _ => (hd t).continuousAt.continuousWithinAt)
      (fun t _ => (hd t).differentiableAt.differentiableWithinAt)
      (fun t ht => by
        rw [(hd t).deriv]
        exact sub_nonneg.2 (h t (interior_subset ht)))
  have h1 : g 0 - f 0 ≤ g x - f x := hm (Set.mem_Ici.2 le_rfl) (Set.mem_Ici.2 hx) hx
  linarith

/-- For `y > 0`, `q(y)` lies below `y²/(3√π)` and above the same parabola times
`1 - y²/10`. -/
theorem q_bounds {y : ℝ} (hy : 0 < y) :
    y ^ 2 / (3 * √π) * (1 - y ^ 2 / 10) ≤ q y ∧ q y ≤ y ^ 2 / (3 * √π) := by
  obtain ⟨k, hk⟩ : ∃ k : ℝ, k = (√π)⁻¹ := ⟨_, rfl⟩
  have hk0 : 0 ≤ k := by rw [hk]; positivity
  have hp (n : ℕ) (x : ℝ) : HasDerivAt (fun t : ℝ => t ^ (n + 1)) ((n + 1) * x ^ n) x := by
    simpa using hasDerivAt_pow (n + 1) x
  have hP (a b : ℝ) (m n : ℕ) (x : ℝ) :
      HasDerivAt (fun t : ℝ => k * (a * t ^ (m + 1) - b * t ^ (n + 1)))
        (k * (a * ((m + 1) * x ^ m) - b * ((n + 1) * x ^ n))) x :=
    (((hp m x).const_mul a).fun_sub ((hp n x).const_mul b)).const_mul k
  have hd (x : ℝ) : HasDerivAt erf (k * (2 * Real.exp (-x ^ 2))) x :=
    (hasDerivAt_erf x).congr_deriv (by rw [hk]; ring)
  have hU := fun x => (reducedQ_derivatives x).1
  have hS := fun x => (reducedQ_derivatives x).2
  -- the Gaussian lies between 1 - x² and 1; integrate three times
  have lo (x : ℝ) : k * (1 - x ^ 2) ≤ k * Real.exp (-x ^ 2) :=
    mul_le_mul_of_nonneg_left (by linarith [Real.add_one_le_exp (-x ^ 2)]) hk0
  have up (x : ℝ) : k * Real.exp (-x ^ 2) ≤ k * 1 :=
    mul_le_mul_of_nonneg_left (Real.exp_le_one_iff.2 (by linarith [sq_nonneg x])) hk0
  have l1 : ∀ x, 0 ≤ x → k * (2 * x ^ 1 - 2 / 3 * x ^ 3) ≤ erf x :=
    le_of_deriv_le (hP 2 (2 / 3) 0 2) hd (by simp [erf])
      (fun x _ => by push_cast; linarith [lo x])
  have l2 : ∀ x, 0 ≤ x → k * (1 * x ^ 2 - 1 / 6 * x ^ 4) ≤ reducedSlope x :=
    le_of_deriv_le (hP 1 (1 / 6) 1 3) hS (by simp [reducedSlope])
      (fun x hx => by push_cast; linarith [l1 x hx])
  have l3 : ∀ x, 0 ≤ x → k * (1 / 3 * x ^ 3 - 1 / 30 * x ^ 5) ≤ reducedQ x :=
    le_of_deriv_le (hP (1 / 3) (1 / 30) 2 4) hU (by simp [reducedQ, erf])
      (fun x hx => by push_cast; linarith [l2 x hx])
  have u1 : ∀ x, 0 ≤ x → erf x ≤ k * (2 * x ^ 1 - 0 * x ^ 3) :=
    le_of_deriv_le hd (hP 2 0 0 2) (by simp [erf])
      (fun x _ => by push_cast; linarith [up x])
  have u2 : ∀ x, 0 ≤ x → reducedSlope x ≤ k * (1 * x ^ 2 - 0 * x ^ 4) :=
    le_of_deriv_le hS (hP 1 0 1 3) (by simp [reducedSlope])
      (fun x hx => by push_cast; linarith [u1 x hx])
  have u3 : ∀ x, 0 ≤ x → reducedQ x ≤ k * (1 / 3 * x ^ 3 - 0 * x ^ 5) :=
    le_of_deriv_le hU (hP (1 / 3) 0 2 4) (by simp [reducedQ, erf])
      (fun x hx => by push_cast; linarith [u2 x hx])
  rw [q_eq hy.ne', le_div_iff₀ hy, div_le_iff₀ hy]
  constructor
  · calc _ = k * (1 / 3 * y ^ 3 - 1 / 30 * y ^ 5) := by rw [hk]; ring
      _ ≤ _ := l3 y hy.le
  · calc _ ≤ k * (1 / 3 * y ^ 3 - 0 * y ^ 5) := u3 y hy.le
      _ = _ := by rw [hk]; ring

/-- For `y > 0`, `q'' + 2q'/y = erf(y)/y`; and `q(y)/y²` tends to `1/(3√π)` as `y`
decreases to zero. -/
theorem q_equation_and_limit :
    (∀ y, 0 < y → radialLaplacian q y = erf y / y) ∧
      Tendsto (fun y => q y / y ^ 2) (𝓝[>] 0) (𝓝 (1 / (3 * √π))) := by
  refine ⟨fun y hy => radialLaplacian_of_reduced hy (fun s hs => q_eq hs.ne')
    (fun s _ => (reducedQ_derivatives s).1) (reducedQ_derivatives y).2, ?_⟩
  have hc : Continuous fun y : ℝ => 1 / (3 * √π) * (1 - y ^ 2 / 10) := by fun_prop
  have hl : Tendsto (fun y : ℝ => 1 / (3 * √π) * (1 - y ^ 2 / 10)) (𝓝[>] 0)
      (𝓝 (1 / (3 * √π))) := by
    simpa using (hc.tendsto 0).mono_left nhdsWithin_le_nhds
  refine tendsto_of_tendsto_of_tendsto_of_le_of_le' hl tendsto_const_nhds ?_ ?_
  · filter_upwards [self_mem_nhdsWithin] with y hy
    rw [le_div_iff₀ (pow_pos hy 2)]
    calc _ = y ^ 2 / (3 * √π) * (1 - y ^ 2 / 10) := by ring
      _ ≤ _ := (q_bounds hy).1
  · filter_upwards [self_mem_nhdsWithin] with y hy
    rw [div_le_iff₀ (pow_pos hy 2)]
    calc _ ≤ y ^ 2 / (3 * √π) := (q_bounds hy).2
      _ = _ := by ring

/-- For `μ > 0` the Laplacian of the pair factor at every `r > 0` is the long-range interaction
`erf(μr)/r`. As `r` decreases to zero the factor leaves the value 1 with no linear term and with
quadratic coefficient `μ/(3√π)`. -/
theorem pairFactor_no_cusp {μ : ℝ} (hμ : 0 < μ) :
    (∀ r, 0 < r → radialLaplacian (pairFactor μ) r = erf (μ * r) / r) ∧
      Tendsto (fun r => (pairFactor μ r - 1) / r) (𝓝[>] 0) (𝓝 0) ∧
      Tendsto (fun r => (pairFactor μ r - 1) / r ^ 2) (𝓝[>] 0) (𝓝 (μ / (3 * √π))) := by
  have hc {g : ℝ → ℝ} {g' s : ℝ} (h : HasDerivAt g g' (μ * s)) :
      HasDerivAt (fun t => g (μ * t)) (g' * μ) s :=
    (h.comp s ((hasDerivAt_id' s).const_mul μ)).congr_deriv (by ring)
  have hid : Tendsto (fun r : ℝ => r) (𝓝[>] 0) (𝓝 0) := nhdsWithin_le_nhds
  have hm : Tendsto (fun r : ℝ => μ * r) (𝓝[>] 0) (𝓝[>] 0) := by
    refine tendsto_nhdsWithin_iff.2 ⟨by simpa using hid.const_mul μ, ?_⟩
    filter_upwards [self_mem_nhdsWithin] with r hr using mul_pos hμ hr
  -- the quadratic coefficient, by rescaling the limit of q(y)/y²
  have h2 : Tendsto (fun r => (pairFactor μ r - 1) / r ^ 2) (𝓝[>] 0)
      (𝓝 (μ / (3 * √π))) := by
    have h := (q_equation_and_limit.2.comp hm).const_mul μ
    rw [mul_one_div] at h
    refine h.congr' ?_
    filter_upwards [self_mem_nhdsWithin] with r hr
    have hr0 : r ≠ 0 := ne_of_gt hr
    simp only [Function.comp_apply, pairFactor, add_sub_cancel_left]
    generalize q (μ * r) = Q
    field_simp
  refine ⟨fun r hr => ?_, ?_, h2⟩
  · refine radialLaplacian_of_reduced (u := fun s => s + reducedQ (μ * s) / μ ^ 2)
      (u' := fun s => 1 + reducedSlope (μ * s) / μ) hr (fun s hs => ?_) (fun s _ => ?_) ?_
    · simp only [pairFactor]
      rw [q_eq (mul_pos hμ hs).ne']
      generalize reducedQ (μ * s) = w
      field_simp
    · exact ((hasDerivAt_id' s).fun_add
        ((hc (reducedQ_derivatives (μ * s)).1).div_const (μ ^ 2))).congr_deriv
          (by field_simp)
    · exact (((hc (reducedQ_derivatives (μ * r)).2).div_const μ).const_add 1).congr_deriv
        (by field_simp)
  · have h := hid.mul h2
    rw [zero_mul] at h
    refine h.congr' ?_
    filter_upwards [self_mem_nhdsWithin] with r hr
    have hr0 : r ≠ 0 := ne_of_gt hr
    field_simp

end

end RangeSeparatedCusp
```

```lean
#print axioms RangeSeparatedCusp.pairFactor_no_cusp
```

```
'RangeSeparatedCusp.pairFactor_no_cusp' depends on axioms: [propext, Classical.choice, Quot.sound]
```

## From `reducedQ` to the two limits

`reducedQ` is \(U\) and `reducedSlope` is \(U'\). `hasDerivAt_erf` applies the fundamental theorem of calculus, and `reducedQ_derivatives` combines the product and chain rules, with `ring` collecting terms. `radialLaplacian_of_reduced` is the identity \(\Delta(u/r)=u''/r\). It first establishes the formula for \(f'\) throughout a neighbourhood of \(r\), so that this formula can be differentiated again. `q_eq` supplies \(q=U/y\).

Each integration of an inequality is a use of `le_of_deriv_le`: if two functions agree at zero and their derivatives are ordered on \(x\ge0\), their difference is monotone there. In `q_bounds`, the steps `l1`, `l2`, `l3` give the three lower bounds above and `u1`, `u2`, `u3` the upper ones, with `k` standing for \(1/\sqrt\pi\).

`q_equation_and_limit` combines the Laplacian identity with the squeeze. In `pairFactor_no_cusp`, `hm` says that \(\mu r\) tends to zero from above, which permits the rescaling in `h2`; the linear limit is then \(r\) times the quadratic one.

## Coalescence, dimension and floating point

The differential equations hold at every positive distance, with genuine derivatives, since the proofs establish differentiability. The limits use the filter `𝓝[>] 0`, meaning approach through positive distances only. The value at \(r=0\) plays no part in them: Lean's convention \(1/0=0\) gives `pairFactor μ 0` a value different from 1, and a code should set \(f(0)=1\) explicitly.

`radialLaplacian` is the one-variable expression \(f''+2f'/r\); its identification with the three-dimensional Laplacian of a spherically symmetric function is the usual physical reading and is not derived in the file. The equation has \(w\), not \(wf\), on its right-hand side, so \(f\) is not presented as an exact two-electron wavefunction. Other electrons, external potentials and higher angular momenta do not enter.

The theorems concern real numbers. The accuracy of a library's error function, the rounding estimate above and the choice of switching point remain matters for numerical testing.
